# An integrable $n v'$ over a decaying one-dimensional Thomas-Fermi tail integrates to the pressure at the cut

After an orbital-free calculation of a density profile $n(x)$, one can test the output by cutting the profile at a point $x_0$, integrating $n v'$ over everything beyond the cut, and comparing the result with a number computed from $n(x_0)$ alone. Here $v(x)$ is the total effective potential energy of an electron, including the Hartree and exchange-correlation potentials if the calculation has them, and the number is the pressure $P(n) = n\,t'(n) - t(n)$, where $t(n)$ is the kinetic energy density. The test applies to a gradient-free functional in one coordinate, with a density that stays positive and decays to zero, and with $n v'$ integrable beyond the cut.

## The gas and its density tail

```lean
import Mathlib

open MeasureTheory Set Filter Topology

namespace ThomasFermiPressure

noncomputable section
```

These lines load the Mathlib library and open a namespace, so that later names stay short.

```lean
/-- A local kinetic energy density `t` with first and second derivatives `dt` and `ddt`:
strictly convex and continuously differentiable for `n ≥ 0`, twice differentiable for `n > 0`,
and zero at zero density. -/
structure KineticEnergy where
  t : ℝ → ℝ
  dt : ℝ → ℝ
  ddt : ℝ → ℝ
  strictConvex : StrictConvexOn ℝ (Ici 0) t
  t_zero : t 0 = 0
  hasDeriv : ∀ n, 0 ≤ n → HasDerivWithinAt t (dt n) (Ici 0) n
  cont_dt : ContinuousOn dt (Ici 0)
  hasDeriv2 : ∀ n, 0 < n → HasDerivAt dt (ddt n) n
```

A `structure` bundles data with conditions on them. The data are three real functions: `t`, `dt` and `ddt`, for $t$, $t'$ and $t''$. The conditions say that

- $t$ is strictly convex on $n \ge 0$, which `Ici 0` denotes, and $t(0)=0$;
- $t'$ is the derivative of $t$ on $n \ge 0$, one-sided at $n=0$, and is continuous there;
- $t''$ is the derivative of $t'$ for $n>0$.

Strict convexity means physically that adding electrons costs more kinetic energy per electron the denser the gas already is. The second derivative is required only at positive density because $t \propto n^{5/3}$ has a $t''$ that diverges as $n \to 0$.

```lean
/-- The pressure `P(n) = n t'(n) - t(n)` of the electron gas at density `n`. -/
def KineticEnergy.pressure (T : KineticEnergy) (n : ℝ) : ℝ := n * T.dt n - T.t n
```

This is $P(n) = n\,t'(n) - t(n)$, with `T` standing for the chosen gas.

```lean
/-- Beyond `x₀` the density `n` is positive and differentiable, satisfies the Thomas-Fermi
equation `t'(n) + v = μ`, and vanishes at infinity; at `x₀` it is positive and continuous
from the right. -/
structure IsEquilibriumTail (T : KineticEnergy) (n v : ℝ → ℝ) (μ x₀ : ℝ) : Prop where
  pos : ∀ x, x₀ ≤ x → 0 < n x
  cont : ContinuousWithinAt n (Ici x₀) x₀
  diff : ∀ x, x₀ < x → DifferentiableAt ℝ n x
  decay : Tendsto n atTop (𝓝 0)
  euler : ∀ x, x₀ < x → T.dt (n x) + v x = μ
```

The predicate `IsEquilibriumTail` collects what is assumed about the profile. The density is positive from $x_0$ on, continuous from the right at $x_0$, differentiable beyond it, and tends to zero at infinity. Beyond $x_0$ it satisfies the Thomas-Fermi equation

$$t'(n(x)) + v(x) = \mu,$$

where the constant $\mu$ is the chemical potential, the same at every point because no electron gains energy by moving.

The potential is any function that fits this equation. It may contain a Hartree part, but self-consistency is not imposed, and the existence of a solution is not addressed. Since $n \to 0$, the equation forces $v \to \mu - t'(0)$, a finite limit. A harmonic trap, whose Thomas-Fermi density ends at a finite edge, is therefore excluded.

## Pressure and local force balance

```lean
/-- At positive density the pressure has derivative `P'(n) = n t''(n)`. -/
theorem pressure_hasDerivAt (T : KineticEnergy) {n : ℝ} (hn : 0 < n) :
    HasDerivAt T.pressure (n * T.ddt n) n := by
  have h1 : HasDerivAt T.t (T.dt n) n := (T.hasDeriv n hn.le).hasDerivAt (Ici_mem_nhds hn)
  have h2 := ((hasDerivAt_id' n).fun_mul (T.hasDeriv2 n hn)).fun_sub h1
  exact h2.congr_deriv (by ring)
```

`HasDerivAt f a x` says that $f$ is differentiable at $x$ with derivative $a$. By hand, the product rule gives

$$P'(n) = t'(n) + n\,t''(n) - t'(n) = n\,t''(n).$$

The proof does the same: `fun_mul` and `fun_sub` are the product and difference rules, and `ring` does the cancellation.

```lean
/-- The pressure is positive at every positive density. -/
theorem pressure_pos (T : KineticEnergy) {n : ℝ} (hn : 0 < n) : 0 < T.pressure n := by
  have h1 : HasDerivAt T.t (T.dt n) n := (T.hasDeriv n hn.le).hasDerivAt (Ici_mem_nhds hn)
  -- the chord from zero density is less steep than the tangent at `n`
  have h2 : slope T.t 0 n < T.dt n :=
    T.strictConvex.slope_lt_of_hasDerivAt self_mem_Ici hn.le hn h1
  rw [slope_def_field, T.t_zero, sub_zero, sub_zero, div_lt_iff₀ hn] at h2
  unfold KineticEnergy.pressure
  linarith
```

For a strictly convex function, the chord from $0$ to $n$ is less steep than the tangent at $n$:

$$\frac{t(n)-t(0)}{n-0} < t'(n).$$

With $t(0)=0$, multiplying by $n>0$ gives $t(n) < n\,t'(n)$, which is $P(n)>0$. The step `h2` is the chord inequality, and the `rw` line clears the denominator.

```lean
/-- Local force balance: if the Thomas-Fermi equation holds in a neighbourhood of `x`, and the
density is positive and differentiable at `x`, then the pressure gradient at `x` is `-n v'`. -/
theorem force_balance (T : KineticEnergy) {n v : ℝ → ℝ} {μ x : ℝ} (hpos : 0 < n x)
    (hn : DifferentiableAt ℝ n x) (heq : ∀ᶠ y in 𝓝 x, T.dt (n y) + v y = μ) :
    HasDerivAt (fun y => T.pressure (n y)) (-(n x * deriv v x)) x := by
  -- the equation itself makes the potential differentiable
  have hv : HasDerivAt v (-(T.ddt (n x) * deriv n x)) x := by
    have h := ((T.hasDeriv2 _ hpos).comp x hn.hasDerivAt).const_sub μ
    refine h.congr_of_eventuallyEq ?_
    filter_upwards [heq] with y hy
    simp only [Function.comp_apply]
    linarith
  rw [hv.deriv]
  exact ((pressure_hasDerivAt T hpos).comp x hn.hasDerivAt).congr_deriv (by ring)
```

The hypothesis `heq` says that the Thomas-Fermi equation holds throughout a neighbourhood of $x$, which is what allows it to be differentiated. Solving for the potential gives $v = \mu - t'(n)$, so $v$ is differentiable and

$$v'(x) = -t''(n(x))\,n'(x).$$

The chain rule then yields

$$\frac{d}{dx}P(n(x)) = n\,t''(n)\,n' = -n(x)\,v'(x).$$

In the proof, `hv` is the first formula and the last line is the second. Differentiability of $v$ is thus derived, not assumed.

```lean
/-- In an equilibrium tail the pressure tends to zero at infinity. -/
theorem pressure_tendsto_zero {T : KineticEnergy} {n v : ℝ → ℝ} {μ x₀ : ℝ}
    (h : IsEquilibriumTail T n v μ x₀) :
    Tendsto (fun x => T.pressure (n x)) atTop (𝓝 0) := by
  have hc : ContinuousOn T.pressure (Ici 0) :=
    (continuousOn_id.mul T.cont_dt).sub
      (fun m hm => (T.hasDeriv m hm).continuousWithinAt)
  have h0 : T.pressure 0 = 0 := by simp [KineticEnergy.pressure, T.t_zero]
  have h1 : Tendsto T.pressure (𝓝[Ici 0] 0) (𝓝 0) := by
    have h2 : Tendsto T.pressure (𝓝[Ici 0] 0) (𝓝 (T.pressure 0)) := hc 0 (mem_Ici.2 le_rfl)
    rwa [h0] at h2
  refine h1.comp (tendsto_nhdsWithin_iff.2 ⟨h.decay, ?_⟩)
  filter_upwards [eventually_ge_atTop x₀] with x hx
  exact (h.pos x hx).le
```

`Tendsto … atTop (𝓝 0)` means "tends to $0$ as $x \to \infty$". The pressure is continuous on $n \ge 0$ because $t$ and $t'$ are, and $P(0) = 0\cdot t'(0) - t(0) = 0$. As $n(x)$ tends to zero through positive values, $P(n(x))$ tends to $P(0)=0$.

## The integral over the half-line

```lean
/-- In an equilibrium tail with `n v'` integrable beyond `x₀`, the integral of `n v'` over that
region equals the pressure at `x₀`, and this pressure is positive. -/
theorem integral_force_eq_pressure {T : KineticEnergy} {n v : ℝ → ℝ} {μ x₀ : ℝ}
    (h : IsEquilibriumTail T n v μ x₀)
    (hint : IntegrableOn (fun x => n x * deriv v x) (Ioi x₀)) :
    ∫ x in Ioi x₀, n x * deriv v x = T.pressure (n x₀) ∧ 0 < T.pressure (n x₀) := by
  have hp := h.pos x₀ le_rfl
  refine ⟨?_, pressure_pos T hp⟩
  have hc : ContinuousWithinAt (fun x => -T.pressure (n x)) (Ici x₀) x₀ :=
    ((pressure_hasDerivAt T hp).continuousAt.comp_continuousWithinAt h.cont).neg
  have hd : ∀ x ∈ Ioi x₀, HasDerivAt (fun x => -T.pressure (n x)) (n x * deriv v x) x := by
    intro x hx
    have hb := force_balance T (h.pos x (le_of_lt hx)) (h.diff x hx)
      ((eventually_gt_nhds (mem_Ioi.1 hx)).mono fun y hy => h.euler y hy)
    exact hb.fun_neg.congr_deriv (by ring)
  -- fundamental theorem of calculus on the half-line
  have key := integral_Ioi_of_hasDerivAt_of_tendsto hc hd hint (pressure_tendsto_zero h).neg
  rw [key]
  ring
```

`Ioi x₀` is the interval $(x_0,\infty)$, and `hint` assumes that $n v'$ is integrable on it. The conclusion has two parts, joined by `∧`: the value of the integral and its positivity. By local force balance, $-P(n(x))$ is an antiderivative of $n v'$, so

$$\int_{x_0}^{\infty} n v'\,dx = \lim_{R\to\infty}\bigl[-P(n(R))\bigr] + P(n(x_0)) = P(n(x_0)) > 0.$$

In the proof, `hc` supplies continuity at the cut, `hd` the antiderivative, and `key` the fundamental theorem of calculus on the half-line.

With $v$ as potential energy, the total force along $+x$ that the potential exerts on the electrons beyond the cut is $-\int n v'\,dx$. The positive integral is therefore the strength of the pull towards smaller $x$, which balances the outward push of the gas at the cut.

A natural slip is to leave out integrability because the limit above exists anyway. Take $t(n)=n^2$, so that $P(n)=n^2$, and $n(x) = (2+\sin x^4)/x^2$ from $x_0 = 1$ on, a tail with a finite number of electrons. The integral up to $R$ converges as $R \to \infty$, but $|n v'|$ falls off only like an oscillating function over $x$, and its integral diverges. Lean assigns the value $0$ to the integral of a non-integrable function, so without `hint` the stated equality would be false here.

```lean
/-- In an equilibrium tail whose potential has non-negative slope beyond `x₀`, the function `n v'`
is integrable there and its integral is the pressure at `x₀`. -/
theorem integral_force_of_confining {T : KineticEnergy} {n v : ℝ → ℝ} {μ x₀ : ℝ}
    (h : IsEquilibriumTail T n v μ x₀) (hv : ∀ x, x₀ < x → 0 ≤ deriv v x) :
    IntegrableOn (fun x => n x * deriv v x) (Ioi x₀) ∧
      ∫ x in Ioi x₀, n x * deriv v x = T.pressure (n x₀) := by
  have hint : IntegrableOn (fun x => n x * deriv v x) (Ioi x₀) := by
    refine integrableOn_Ioi_deriv_of_nonneg (g := fun x => -T.pressure (n x))
      ((pressure_hasDerivAt T (h.pos x₀ le_rfl)).continuousAt.comp_continuousWithinAt
        h.cont).neg ?_ ?_ (pressure_tendsto_zero h).neg
    · intro x hx
      have hb := force_balance T (h.pos x (le_of_lt hx)) (h.diff x hx)
        ((eventually_gt_nhds (mem_Ioi.1 hx)).mono fun y hy => h.euler y hy)
      exact hb.fun_neg.congr_deriv (by ring)
    · intro x hx
      exact mul_nonneg (h.pos x (le_of_lt hx)).le (hv x hx)
  exact ⟨hint, (integral_force_eq_pressure h hint).1⟩
```

If $v' \ge 0$ beyond the cut, so that the potential never pushes electrons outwards, integrability follows. For every $R > x_0$,

$$\int_{x_0}^{R} n v'\,dx = P(n(x_0)) - P(n(R)) \le P(n(x_0)),$$

and a non-negative function whose partial integrals are bounded is integrable. The Mathlib lemma `integrableOn_Ioi_deriv_of_nonneg` carries out this argument, and the previous theorem gives the value.

## From force balance back to the Thomas-Fermi equation

```lean
/-- Converse: let the density be positive and differentiable and the potential differentiable beyond
`x₀`. If the pressure gradient is `-n v'` at every point there, then `t'(n) + v` has one constant
value there. -/
theorem thomasFermi_of_force_balance (T : KineticEnergy) {n v : ℝ → ℝ} {x₀ : ℝ}
    (hpos : ∀ x, x₀ < x → 0 < n x) (hn : ∀ x, x₀ < x → DifferentiableAt ℝ n x)
    (hv : ∀ x, x₀ < x → DifferentiableAt ℝ v x)
    (hb : ∀ x, x₀ < x → HasDerivAt (fun y => T.pressure (n y)) (-(n x * deriv v x)) x) :
    ∃ μ, ∀ x, x₀ < x → T.dt (n x) + v x = μ := by
  have hd : ∀ x, x₀ < x → HasDerivAt (fun y => T.dt (n y) + v y) 0 x := by
    intro x hx
    have h1 := (pressure_hasDerivAt T (hpos x hx)).comp x (hn x hx).hasDerivAt
    have h2 := h1.unique (hb x hx)
    -- divide the force balance by the positive density
    have h3 : T.ddt (n x) * deriv n x + deriv v x = 0 := by
      apply mul_left_cancel₀ (hpos x hx).ne'
      linear_combination h2
    have h4 := ((T.hasDeriv2 _ (hpos x hx)).comp x (hn x hx).hasDerivAt).fun_add
      (hv x hx).hasDerivAt
    exact h4.congr_deriv h3
  have key : ∀ a b, x₀ < a → a < b → T.dt (n a) + v a = T.dt (n b) + v b := by
    intro a b ha hab
    obtain ⟨c, -, hc⟩ := exists_hasDerivAt_eq_slope (fun y => T.dt (n y) + v y)
      (fun _ => 0) hab
      (fun y hy => (hd y (ha.trans_le hy.1)).continuousAt.continuousWithinAt)
      (fun y hy => hd y (ha.trans hy.1))
    have hne : b - a ≠ 0 := (sub_pos.2 hab).ne'
    rw [eq_div_iff hne] at hc
    linarith
  refine ⟨T.dt (n (x₀ + 1)) + v (x₀ + 1), fun x hx => ?_⟩
  rcases lt_trichotomy x (x₀ + 1) with h | h | h
  · exact key _ _ hx h
  · rw [h]
  · exact (key _ _ (by linarith) h).symm
```

Here force balance is the hypothesis `hb`, and the constant $\mu$ is the conclusion: `∃ μ` reads "there is a $\mu$". Differentiability of $v$ must now be assumed, while decay at infinity is not needed. Comparing the two expressions for the pressure gradient gives

$$n\,t''(n)\,n' = -n v'.$$

Dividing by $n>0$ leaves $\frac{d}{dx}\bigl[t'(n)+v\bigr] = 0$, which is `hd`. The mean value theorem then shows that any two points beyond $x_0$ give the same value, which is `key`. The proof reads off $\mu$ at the point $x_0+1$.

## Power-law gases and an explicit profile

```lean
/-- The power-law kinetic energy density `t(n) = c n ^ p` with `c > 0` and `p > 1`. -/
def powerLaw (c p : ℝ) (hc : 0 < c) (hp : 1 < p) : KineticEnergy where
  t n := c * n ^ p
  dt n := c * (p * n ^ (p - 1))
  ddt n := c * (p * ((p - 1) * n ^ (p - 1 - 1)))
  strictConvex := by
    refine ⟨convex_Ici 0, fun x hx y hy hxy a b ha hb hab => ?_⟩
    have h := mul_lt_mul_of_pos_left ((strictConvexOn_rpow hp).2 hx hy hxy ha hb hab) hc
    simp only [smul_eq_mul] at h ⊢
    linarith
  t_zero := by rw [Real.zero_rpow (by linarith), mul_zero]
  hasDeriv n _ :=
    ((Real.hasDerivAt_rpow_const (Or.inr hp.le)).const_mul c).hasDerivWithinAt
  cont_dt := (continuous_const.mul (continuous_const.mul
    (continuous_id.rpow_const fun _ => Or.inr (by linarith)))).continuousOn
  hasDeriv2 n hn :=
    ((Real.hasDerivAt_rpow_const (Or.inl hn.ne')).const_mul p).const_mul c
```

This defines $t(n) = c\,n^p$ and proves that it meets every condition on a kinetic energy density. The constant $c>0$ sets the kinetic energy scale, and $p>1$ makes $t$ strictly convex. The non-interacting three-dimensional electron gas has $p=5/3$, with $c$ fixed by $\hbar^2/m$ and the spin degeneracy.

```lean
/-- In an equilibrium tail of the gas `t(n) = c n ^ p` with `n v'` integrable beyond `x₀`, the
integral of `n v'` over that region is `(p - 1) c n(x₀) ^ p`. -/
theorem integral_force_powerLaw {c p : ℝ} (hc : 0 < c) (hp : 1 < p) {n v : ℝ → ℝ} {μ x₀ : ℝ}
    (h : IsEquilibriumTail (powerLaw c p hc hp) n v μ x₀)
    (hint : IntegrableOn (fun x => n x * deriv v x) (Ioi x₀)) :
    ∫ x in Ioi x₀, n x * deriv v x = (p - 1) * (c * n x₀ ^ p) := by
  rw [(integral_force_eq_pressure h hint).1]
  have h0 : n x₀ ≠ 0 := (h.pos x₀ le_rfl).ne'
  change n x₀ * (c * (p * n x₀ ^ (p - 1))) - c * n x₀ ^ p = _
  have h1 : n x₀ * n x₀ ^ (p - 1) = n x₀ ^ p := by
    rw [Real.rpow_sub_one h0, mul_div_cancel₀ _ h0]
  linear_combination c * p * h1
```

Inserting the power law into the pressure gives

$$P(n) = n\,c\,p\,n^{p-1} - c\,n^p = (p-1)\,c\,n^p.$$

The step `h1` is the identity $n\,n^{p-1} = n^p$. For $p=5/3$ the integral is two thirds of the kinetic energy density at the cut. In a planar geometry, where $n$ is a density per volume, it is a force per area.

```lean
/-- The density `exp (-x)` in the potential `-c p exp (-(p - 1) x)` is an equilibrium tail of
the power-law gas with `μ = 0`, and this potential does not decrease. -/
theorem equilibriumTail_witness {c p : ℝ} (hc : 0 < c) (hp : 1 < p) (x₀ : ℝ) :
    IsEquilibriumTail (powerLaw c p hc hp) (fun x => Real.exp (-x))
        (fun x => -(c * (p * Real.exp (-((p - 1) * x))))) 0 x₀ ∧
      ∀ x, 0 ≤ deriv (fun x => -(c * (p * Real.exp (-((p - 1) * x))))) x := by
  have hdiff : Differentiable ℝ (fun x : ℝ => Real.exp (-x)) := by fun_prop
  refine ⟨⟨fun x _ => Real.exp_pos _, hdiff.continuous.continuousWithinAt,
    fun x _ => hdiff x, Real.tendsto_exp_neg_atTop_nhds_zero, fun x _ => ?_⟩, fun x => ?_⟩
  · change c * (p * Real.exp (-x) ^ (p - 1)) + -(c * (p * Real.exp (-((p - 1) * x)))) = 0
    rw [← Real.exp_mul, show -x * (p - 1) = -((p - 1) * x) by ring]
    ring
  · have h : HasDerivAt (fun x => -(c * (p * Real.exp (-((p - 1) * x)))))
        (c * (p * ((p - 1) * Real.exp (-((p - 1) * x))))) x :=
      ((((hasDerivAt_id' x).const_mul (p - 1)).fun_neg.exp.const_mul p).const_mul
        c).fun_neg.congr_deriv (by ring)
    rw [h.deriv]
    have h1 : 0 < p - 1 := by linarith
    have h2 : 0 < p := by linarith
    positivity

end

end ThomasFermiPressure
```

The last theorem gives a concrete tail for every $c>0$ and $p>1$. For $n(x)=e^{-x}$,

$$t'(n(x)) = c\,p\,e^{-(p-1)x},$$

so the potential $v(x) = -c\,p\,e^{-(p-1)x}$ solves the Thomas-Fermi equation with $\mu=0$. Its slope $v'(x) = c\,p\,(p-1)\,e^{-(p-1)x}$ is positive, so the integrability result for non-decreasing potentials applies. Direct integration agrees with the general formula:

$$\int_{x_0}^{\infty} c\,p\,(p-1)\,e^{-px}\,dx = (p-1)\,c\,e^{-p x_0}.$$

This profile can serve as a reference case for a numerical implementation of the comparison at the cut.

```lean
#print axioms ThomasFermiPressure.integral_force_eq_pressure
#print axioms ThomasFermiPressure.integral_force_of_confining
#print axioms ThomasFermiPressure.thomasFermi_of_force_balance
#print axioms ThomasFermiPressure.integral_force_powerLaw
```

```
'ThomasFermiPressure.integral_force_eq_pressure' depends on axioms: [propext, Classical.choice, Quot.sound]
'ThomasFermiPressure.integral_force_of_confining' depends on axioms: [propext, Classical.choice, Quot.sound]
'ThomasFermiPressure.thomasFermi_of_force_balance' depends on axioms: [propext, Classical.choice, Quot.sound]
'ThomasFermiPressure.integral_force_powerLaw' depends on axioms: [propext, Classical.choice, Quot.sound]
```
